# For $h, C, a > 0$ and $h(C+a)\le 1$, upwind relaxation of a linearised four-image ring always converges, while central-tangent relaxation can grow without bound

A chain of images that is being relaxed onto a reaction path can move away from it, even though the true force pulls every displaced image back towards the path. In a model linearised in the displacements, take four images on a ring with sideways displacements $(1,0,-1,0)$, step size $h=1$, transverse curvature $C=0.1$ and coupling $a=0.9$. With a tangent taken from both neighbours, one step gives $(0.9,\,0.9,\,-0.9,\,-0.9)$. The sum of squares has risen from $2$ to $3.24$, and every further step multiplies it by $1.62$ again. With a tangent taken only from the neighbour of higher energy and the same parameters, the largest displacement shrinks by exactly a tenth per step.

## The ring and its two updates

Let $y_i$ be the small transverse displacement of image $i$ from a straight path, and let $\Delta$ be the spacing of the images. The true force has a component $F>0$ along the path and a restoring component $-Cy_i$ across it. If the estimated tangent has slope $s_i$, projecting out the force along it leaves, to first order, the transverse force $-Cy_i-Fs_i$. An error in the tangent therefore lets part of the force along the path act sideways.

Set $a=F/\Delta$. The one-sided slope $(y_i-y_{i-1})/\Delta$ uses the neighbour of higher energy, and a step of size $h$ becomes

$$y_i\mapsto(1-hC-ha)\,y_i+ha\,y_{i-1}.$$

The central slope $(y_{i+1}-y_{i-1})/(2\Delta)$ gives

$$y_i\mapsto(1-hC)\,y_i-\tfrac{ha}{2}(y_{i+1}-y_{i-1}).$$

The Lean file starts from these two linear updates; the projection argument is their physical motivation. A constant downhill force around a closed ring has no single-valued energy, so the ring idealises a stretch of slope away from the end points.

```lean
import Mathlib

open Filter Topology

namespace CyclicChainTangents

noncomputable section
```

The type `ZMod n → ℝ` assigns a real displacement to each image, with indices taken modulo $n$. All images are updated at once from the old displacements.

```lean
/-- One upwind relaxation step: each image is damped with curvature `C` and coupled with
strength `a` to its predecessor on the ring. -/
def upwindStep {n : ℕ} (h C a : ℝ) (y : ZMod n → ℝ) : ZMod n → ℝ :=
  fun i => (1 - h * C - h * a) * y i + h * a * y (i - 1)

/-- One central-tangent relaxation step: the coupling uses the difference of both neighbours. -/
def centralStep {n : ℕ} (h C a : ℝ) (y : ZMod n → ℝ) : ZMod n → ℝ :=
  fun i => (1 - h * C) * y i - h * a / 2 * (y (i + 1) - y (i - 1))
```

Growth is measured by $S(y)=\sum_i y_i^2$. The hypothesis `NeZero n` makes the ring finite, with at least one image.

```lean
/-- The sum of the squared displacements of all images. -/
def sqNorm {n : ℕ} [NeZero n] (y : ZMod n → ℝ) : ℝ := ∑ i, y i ^ 2
```

The test pattern has the four images numbered $0$ to $3$.

```lean
/-- The displacement pattern `(1, 0, -1, 0)` on four images. -/
def quarterWave : ZMod 4 → ℝ := fun i => if i = 0 then 1 else if i = 2 then -1 else 0
```

Below, $y^{(k)}$ is the state after $k$ steps, written `(upwindStep h C a)^[k] y` or `(centralStep h C a)^[k] y`, and $G=(1-hC)^2+(ha)^2$.

## (a) A bound on the upwind iterates

**Task.** Let $ha\ge0$, $h(C+a)\le1$ and $|y_i|\le M$ for all $i$. Show that $|y_i^{(k)}|\le(1-hC)^kM$.

**Solution.** The weights $1-hC-ha$ and $ha$ are nonnegative and add up to $1-hC$. If the bound holds after $k$ steps, then

$$|y_i^{(k+1)}|\le(1-hC-ha)|y_i^{(k)}|+ha\,|y_{i-1}^{(k)}|\le(1-hC)^{k+1}M.$$

The case $k=0$ is the assumption. Lean runs the same induction, splitting the absolute value into an upper and a lower bound and multiplying the bounds for both images by their weights.

```lean
/-- If `ha ≥ 0` and `h(C + a) ≤ 1`, then after `k` upwind steps the absolute value of every
displacement is at most `(1 - hC)^k` times a bound on the initial absolute values. -/
theorem upwind_iterate_bound {n : ℕ} {h C a M : ℝ} (ha : 0 ≤ h * a) (hs : h * (C + a) ≤ 1)
    (y : ZMod n → ℝ) (hy : ∀ i, |y i| ≤ M) (k : ℕ) (i : ZMod n) :
    |(upwindStep h C a)^[k] y i| ≤ (1 - h * C) ^ k * M := by
  induction k generalizing i with
  | zero => simpa using hy i
  | succ k ih =>
    rw [Function.iterate_succ_apply', pow_succ', mul_assoc]
    have hp : 0 ≤ 1 - h * C - h * a := by linarith [mul_add h C a]
    have b1 := abs_le.1 (ih i)
    have b2 := abs_le.1 (ih (i - 1))
    -- both weights are nonnegative and add up to `1 - hC`
    unfold upwindStep at *
    rw [abs_le]
    constructor
    · linarith [mul_le_mul_of_nonneg_left b1.1 hp, mul_le_mul_of_nonneg_left b2.1 ha]
    · linarith [mul_le_mul_of_nonneg_left b1.2 hp, mul_le_mul_of_nonneg_left b2.2 ha]
```

## (b) Upwind convergence on a ring of any length

**Task.** For $h,C,a>0$ and $h(C+a)\le1$, show that $y^{(k)}\to0$ from every start.

**Solution.** Take $M=\sum_j|y_j|$ in (a). Since $hC>0$ and $hC\le1-ha<1$, the factor $1-hC$ lies strictly between $0$ and $1$, and its powers tend to zero. In Lean, `tendsto_pi_nhds` reduces convergence of the whole chain to convergence of each image, and `squeeze_zero_norm` applies the bound.

```lean
/-- On a cyclic chain of any length the upwind iteration converges to zero from every start when
`h`, `C` and `a` are positive and `h(C + a) ≤ 1`. -/
theorem upwind_tendsto_zero {n : ℕ} [NeZero n] {h C a : ℝ} (hh : 0 < h) (hC : 0 < C)
    (ha : 0 < a) (hs : h * (C + a) ≤ 1) (y : ZMod n → ℝ) :
    Tendsto (fun k => (upwindStep h C a)^[k] y) atTop (𝓝 0) := by
  have hhC : 0 < h * C := mul_pos hh hC
  have hha : 0 < h * a := mul_pos hh ha
  have h0 : 0 ≤ 1 - h * C := by linarith [mul_add h C a]
  have hy : ∀ i, |y i| ≤ ∑ j, |y j| := fun i =>
    Finset.single_le_sum (f := fun j => |y j|) (fun j _ => abs_nonneg (y j)) (Finset.mem_univ i)
  have ht : Tendsto (fun k : ℕ => (1 - h * C) ^ k * ∑ j, |y j|) atTop (𝓝 0) := by
    have := (tendsto_pow_atTop_nhds_zero_of_lt_one h0 (by linarith)).mul_const (∑ j, |y j|)
    rwa [zero_mul] at this
  rw [tendsto_pi_nhds]
  intro i
  rw [Pi.zero_apply]
  refine squeeze_zero_norm (fun k => ?_) ht
  rw [Real.norm_eq_abs]
  exact upwind_iterate_bound hha.le hs y hy k i
```

## (c) Relabelling a sum around the ring

**Task.** Show that $\sum_i f_{i+1}=\sum_i f_i$.

**Solution.** The map $i\mapsto i+1$ visits every image exactly once, so both sums have the same terms.

```lean
/-- A sum over the ring is unchanged when every image is replaced by its successor. -/
theorem sum_shift {n : ℕ} [NeZero n] (f : ZMod n → ℝ) : ∑ i, f (i + 1) = ∑ i, f i :=
  Equiv.sum_comp (Equiv.addRight (1 : ZMod n)) f
```

## (d) The sum of squares after a central step

**Task.** With $d_i=y_{i+1}-y_{i-1}$ and $y'$ the state after one central step, show that

$$S(y')=(1-hC)^2S(y)+\left(\tfrac{ha}{2}\right)^2\sum_i d_i^2.$$

**Solution.** Squaring the update gives

$$y_i'^2=(1-hC)^2y_i^2-(1-hC)\,ha\,y_id_i+\left(\tfrac{ha}{2}\right)^2d_i^2.$$

The cross term sums to zero, because relabelling by (c) gives

$$\sum_i y_iy_{i-1}=\sum_i y_{i+1}y_i,\qquad\text{hence}\qquad\sum_i y_id_i=0.$$

The central coupling thus never lowers the sum of squares; only the factor $(1-hC)^2$ can do that. The step named `cross` is this cancellation, and the `calc` block expands the square and sums it.

```lean
/-- After a central step the sum of squares is a damped part plus a nonnegative part from the
central differences, without a cross term. -/
theorem central_sqNorm {n : ℕ} [NeZero n] (h C a : ℝ) (y : ZMod n → ℝ) :
    sqNorm (centralStep h C a y) =
      (1 - h * C) ^ 2 * sqNorm y + (h * a / 2) ^ 2 * ∑ i, (y (i + 1) - y (i - 1)) ^ 2 := by
  -- the central difference is antisymmetric on the ring
  have cross : ∑ i, y i * (y (i + 1) - y (i - 1)) = 0 := by
    have h1 := sum_shift (fun i => y i * y (i - 1))
    simp only [add_sub_cancel_right] at h1
    simp only [mul_sub, Finset.sum_sub_distrib]
    rw [← h1, sub_eq_zero]
    exact Finset.sum_congr rfl fun i _ => mul_comm _ _
  unfold sqNorm
  calc ∑ i, centralStep h C a y i ^ 2
      = ∑ i, ((1 - h * C) ^ 2 * y i ^ 2 + (h * a / 2) ^ 2 * (y (i + 1) - y (i - 1)) ^ 2
          - (1 - h * C) * (h * a) * (y i * (y (i + 1) - y (i - 1)))) :=
        Finset.sum_congr rfl fun i _ => by unfold centralStep; ring
    _ = _ := by
        rw [Finset.sum_sub_distrib, Finset.sum_add_distrib, ← Finset.mul_sum,
          ← Finset.mul_sum, ← Finset.mul_sum, cross]
        ring
```

## (e) A sufficient condition for central convergence

**Task.** Show that $G<1$ implies $y^{(k)}\to0$ under the central update, on a ring of any length.

**Solution.** From $d_i^2\le2y_{i+1}^2+2y_{i-1}^2$ and (c), $\sum_id_i^2\le4S(y)$. Part (d) then gives $S(y')\le G\,S(y)$, so

$$|y_i^{(k)}|\le\sqrt{S(y^{(k)})}\le\sqrt{G^kS(y)}\to0.$$

In the code, `step` is the one-step inequality and `bound` its iteration.

```lean
/-- On any cyclic chain the central iteration converges to zero from every start when
`(1 - hC)² + (ha)² < 1`. -/
theorem central_tendsto_zero {n : ℕ} [NeZero n] {h C a : ℝ}
    (hG : (1 - h * C) ^ 2 + (h * a) ^ 2 < 1) (y : ZMod n → ℝ) :
    Tendsto (fun k => (centralStep h C a)^[k] y) atTop (𝓝 0) := by
  have hG0 : 0 ≤ (1 - h * C) ^ 2 + (h * a) ^ 2 := by positivity
  -- one step multiplies the sum of squares by at most the growth factor
  have step : ∀ z : ZMod n → ℝ,
      sqNorm (centralStep h C a z) ≤ ((1 - h * C) ^ 2 + (h * a) ^ 2) * sqNorm z := by
    intro z
    have h1 : ∑ i, z (i + 1) ^ 2 = ∑ i, z i ^ 2 := sum_shift (fun i => z i ^ 2)
    have h2 := sum_shift (fun i => z (i - 1) ^ 2)
    simp only [add_sub_cancel_right] at h2
    have hle : ∑ i, (z (i + 1) - z (i - 1)) ^ 2
        ≤ ∑ i, (2 * z (i + 1) ^ 2 + 2 * z (i - 1) ^ 2) :=
      Finset.sum_le_sum fun i _ => by nlinarith [sq_nonneg (z (i + 1) + z (i - 1))]
    rw [Finset.sum_add_distrib, ← Finset.mul_sum, ← Finset.mul_sum, h1, ← h2] at hle
    rw [central_sqNorm]
    unfold sqNorm
    nlinarith [mul_le_mul_of_nonneg_left hle (sq_nonneg (h * a / 2))]
  have bound : ∀ k : ℕ, sqNorm ((centralStep h C a)^[k] y)
      ≤ ((1 - h * C) ^ 2 + (h * a) ^ 2) ^ k * sqNorm y := by
    intro k
    induction k with
    | zero => simp
    | succ k ih =>
      rw [Function.iterate_succ_apply', pow_succ', mul_assoc]
      exact (step _).trans (mul_le_mul_of_nonneg_left ih hG0)
  have ht := (tendsto_pow_atTop_nhds_zero_of_lt_one hG0 hG).mul_const (sqNorm y)
  rw [zero_mul] at ht
  have hs := (Real.continuous_sqrt.tendsto 0).comp ht
  rw [Real.sqrt_zero] at hs
  rw [tendsto_pi_nhds]
  intro i
  rw [Pi.zero_apply]
  refine squeeze_zero_norm (fun k => ?_) hs
  rw [Real.norm_eq_abs]
  exact Real.abs_le_sqrt ((Finset.single_le_sum
    (f := fun j => ((centralStep h C a)^[k] y j) ^ 2)
    (fun j _ => sq_nonneg _) (Finset.mem_univ i)).trans (bound k))
```

## (f) Patterns whose sum of squares is multiplied by exactly $G$

**Task.** Suppose $y_{i+2}=-y_i$ for all $i$. Show that $S(y^{(k)})=G^kS(y)$ under the central update.

**Solution.** The sign rule gives $y_{i-1}=-y_{i+1}$, so $d_i=2y_{i+1}$ and $\sum_id_i^2=4S(y)$. By (d), one step multiplies $S$ by exactly $G$. The new state obeys the same rule, since

$$y'_{i+2}=(1-hC)y_{i+2}-\tfrac{ha}{2}(y_{i+3}-y_{i+1})=-(1-hC)y_i+\tfrac{ha}{2}(y_{i+1}-y_{i-1})=-y'_i,$$

and the argument repeats. The Lean facts `diff` and `inv` are these two observations. The induction keeps $y$ general, so that its hypothesis can be applied to the state after the first step.

```lean
/-- If the displacements change sign under a shift by two images, `k` central steps multiply
their sum of squares by exactly `((1 - hC)² + (ha)²)^k`. -/
theorem central_growth {n : ℕ} [NeZero n] (h C a : ℝ) (y : ZMod n → ℝ)
    (hy : ∀ i, y (i + 2) = -y i) (k : ℕ) :
    sqNorm ((centralStep h C a)^[k] y) =
      ((1 - h * C) ^ 2 + (h * a) ^ 2) ^ k * sqNorm y := by
  induction k generalizing y with
  | zero => simp
  | succ k ih =>
    -- the sign change survives a step
    have inv : ∀ i, centralStep h C a y (i + 2) = -centralStep h C a y i := by
      intro i
      unfold centralStep
      rw [show i + 2 + 1 = i + 1 + 2 by ring, show i + 2 - 1 = i - 1 + 2 by ring,
        hy, hy, hy]
      ring
    have diff : ∑ i, (y (i + 1) - y (i - 1)) ^ 2 = 4 * sqNorm y := by
      have h1 : ∑ i, y (i + 1) ^ 2 = ∑ i, y i ^ 2 := sum_shift (fun i => y i ^ 2)
      unfold sqNorm
      rw [← h1, Finset.mul_sum]
      refine Finset.sum_congr rfl fun i _ => ?_
      have h2 := hy (i - 1)
      rw [show i - 1 + 2 = i + 1 by ring] at h2
      rw [h2]
      ring
    rw [Function.iterate_succ_apply, ih _ inv, central_sqNorm, diff]
    ring
```

## (g) The pattern $(1,0,-1,0)$

**Task.** Show that this pattern satisfies the sign rule and has $S\ge1$.

**Solution.** Shifting by two images gives $(-1,0,1,0)$, which is the negative of the pattern. Its sum of squares is $2$; the lower bound of $1$ already follows from image $0$ and is enough for what follows. Lean checks the sign rule image by image.

```lean
/-- The pattern `(1, 0, -1, 0)` changes sign under a shift by two images, and its sum of squares
is at least one. -/
theorem quarterWave_witness :
    (∀ i, quarterWave (i + 2) = -quarterWave i) ∧ 1 ≤ sqNorm quarterWave := by
  constructor
  · intro i
    have hi : ∀ j : ZMod 4, j = 0 ∨ j = 1 ∨ j = 2 ∨ j = 3 := by decide
    rcases hi i with rfl | rfl | rfl | rfl <;> simp +decide [quarterWave]
  · have h0 := Finset.single_le_sum (f := fun j => quarterWave j ^ 2)
      (fun j _ => sq_nonneg _) (Finset.mem_univ (0 : ZMod 4))
    have h1 : quarterWave 0 = 1 := by simp [quarterWave]
    simp only [h1, one_pow] at h0
    exact h0
```

## (h) The exact threshold on four images

**Task.** Show that the central update on four images converges to zero from every start if and only if $G<1$.

**Solution.** Part (e) gives one direction. If $G\ge1$, start from $(1,0,-1,0)$. By (f), $S(y^{(k)})=2G^k\ge2$ for all $k$, whereas convergence to zero would force $S(y^{(k)})\to0$ by continuity. The borderline $G=1$ therefore fails too. Lean uses the weaker lower bound $1$ from (g).

```lean
/-- On four images the central iteration converges to zero from every start exactly when
`(1 - hC)² + (ha)² < 1`. -/
theorem central_converges_iff (h C a : ℝ) :
    (∀ y : ZMod 4 → ℝ, Tendsto (fun k => (centralStep h C a)^[k] y) atTop (𝓝 0)) ↔
      (1 - h * C) ^ 2 + (h * a) ^ 2 < 1 := by
  refine ⟨fun H => ?_, fun hG y => central_tendsto_zero hG y⟩
  by_contra hG
  have hG1 := not_lt.1 hG
  have hc : Continuous (sqNorm : (ZMod 4 → ℝ) → ℝ) := by
    unfold sqNorm
    fun_prop
  have ht := (hc.tendsto 0).comp (H quarterWave)
  have hz : sqNorm (0 : ZMod 4 → ℝ) = 0 := by simp [sqNorm]
  rw [hz] at ht
  -- the sum of squares never falls below one
  have hb : (1 : ℝ) ≤ 0 := ge_of_tendsto' ht fun k => by
    rw [Function.comp_apply, central_growth h C a _ quarterWave_witness.1 k]
    exact one_le_mul_of_one_le_of_one_le (one_le_pow₀ hG1) quarterWave_witness.2
  linarith
```

## (i) The two updates side by side

**Task.** On four images, let $h,C,a>0$ and $h(C+a)\le1$. Show that the upwind update always converges to zero, and that for $G>1$ the central iterates from $(1,0,-1,0)$ exceed every bound.

**Solution.** The first claim is (b) with $n=4$. For the second, suppose that all displacements stayed within $B$. Then $S(y^{(k)})\le4B^2$ for every $k$, but $S(y^{(k)})=2G^k$ grows without limit, a contradiction. Lean picks a $k$ with $G^k>4B^2$ by `pow_unbounded_of_one_lt`. The conclusion `∃ k i, B < |...|` says that some image at some step lies beyond the given $B$.

```lean
/-- On four images with `h, C, a > 0` and `h(C + a) ≤ 1` the upwind iteration always converges to
zero, whereas the central iteration from `(1, 0, -1, 0)` exceeds every bound if `(1 - hC)² + (ha)² >
1`. -/
theorem upwind_converges_central_unbounded {h C a : ℝ} (hh : 0 < h) (hC : 0 < C) (ha : 0 < a)
    (hs : h * (C + a) ≤ 1) :
    (∀ y : ZMod 4 → ℝ, Tendsto (fun k => (upwindStep h C a)^[k] y) atTop (𝓝 0)) ∧
    (1 < (1 - h * C) ^ 2 + (h * a) ^ 2 →
      ∀ B : ℝ, ∃ k i, B < |(centralStep h C a)^[k] quarterWave i|) := by
  refine ⟨upwind_tendsto_zero hh hC ha hs, fun hG B => ?_⟩
  by_contra hcon
  have hB : ∀ k i, |(centralStep h C a)^[k] quarterWave i| ≤ B := fun k i =>
    not_lt.1 fun hlt => hcon ⟨k, i, hlt⟩
  -- a bound on the displacements would bound a growing geometric sequence
  obtain ⟨k, hk⟩ := pow_unbounded_of_one_lt (∑ _i : ZMod 4, B ^ 2) hG
  have hle : sqNorm ((centralStep h C a)^[k] quarterWave) ≤ ∑ _i : ZMod 4, B ^ 2 :=
    Finset.sum_le_sum fun i _ => sq_le_sq' (abs_le.1 (hB k i)).1 (abs_le.1 (hB k i)).2
  rw [central_growth h C a _ quarterWave_witness.1 k] at hle
  have hp : 0 ≤ ((1 - h * C) ^ 2 + (h * a) ^ 2) ^ k := by positivity
  linarith [mul_le_mul_of_nonneg_left quarterWave_witness.2 hp]
```

## (j) Parameters that show the contrast

**Task.** Check that $h=1$, $C=1/10$, $a=9/10$ meet both conditions in (i).

**Solution.** Here $h(C+a)=1$ and $G=0.81+0.81=1.62>1$. The upwind update merely passes each displacement to the next image, multiplied by $0.9$.

```lean
/-- At `h = 1`, `C = 1/10`, `a = 9/10` the upwind iteration on four images converges to zero from
every start, and the central iteration from `(1, 0, -1, 0)` exceeds every bound. -/
theorem upwind_central_contrast_witness :
    (∀ y : ZMod 4 → ℝ, Tendsto (fun k => (upwindStep 1 (1 / 10) (9 / 10))^[k] y) atTop (𝓝 0)) ∧
    ∀ B : ℝ, ∃ k i, B < |(centralStep 1 (1 / 10) (9 / 10))^[k] quarterWave i| := by
  have H := upwind_converges_central_unbounded (h := 1) (C := 1 / 10) (a := 9 / 10)
    (by norm_num) (by norm_num) (by norm_num) (by norm_num)
  exact ⟨H.1, H.2 (by norm_num)⟩

end

end CyclicChainTangents
```

```lean
#print axioms CyclicChainTangents.central_converges_iff
#print axioms CyclicChainTangents.upwind_converges_central_unbounded
```

```
'CyclicChainTangents.central_converges_iff' depends on axioms: [propext, Classical.choice, Quot.sound]
'CyclicChainTangents.upwind_converges_central_unbounded' depends on axioms: [propext, Classical.choice, Quot.sound]
```

## The step in a nudged elastic band code

A nudged elastic band calculation repeats a loop: estimate the tangent at each image, remove the component of the true force along it, add a spring force along it, and move the images. The two updates differ in the first of these operations: with $R_i$ the position of image $i$, the central one models a tangent built from $R_{i+1}-R_{i-1}$, the upwind one a tangent built from the difference to the higher-energy neighbour. Other estimates exist, and the usual upwind scheme mixes both neighbours at an image where the energy has a maximum or minimum along the chain.

The result bears on that choice for a linear model with one transverse coordinate, constant $C$ and $a$, no springs and a fixed steepest-descent step. A real band has curved paths, fixed ends and often an optimiser with velocities or memory, so the thresholds do not carry over as numbers. The growth without bound also belongs to the linear model: it shows that the straight chain is unstable under the central update at the chosen step size, and the first-order force no longer applies once the displacements are comparable with $\Delta$.

Within the model, the central update can also be stabilised by a shorter step. For $h,C,a>0$, the condition $G<1$, which is exact on four images and sufficient on a ring of any length, rearranges to

$$h<\frac{2C}{C^2+a^2},$$

which is about $0.24$ for the values in (j), where the upwind condition allows $h=1$. When $a=F/\Delta$ is much larger than $C$, this limit is about $2C/a^2$, far below the step $1/(C+a)$ that the upwind condition allows.
